# The Fermi level of two degenerate levels with the lower one filled tends to mid-gap as \(T\to0^+\)

A system of non-interacting electrons has a level at energy \(0\) with degeneracy \(g_1\) and a level at energy \(D>0\) with degeneracy \(g_2\), both counted with spin, and it holds \(g_1\) electrons on average. At zero temperature the lower level is full and the upper one empty, and every chemical potential strictly between \(0\) and \(D\) describes that state equally well. At any \(T>0\) the Fermi–Dirac occupations fix a single value \(\mu(T)\). Where does it go as the temperature falls to zero? It goes to \(D/2\), even when the degeneracies differ; they affect only how \(\mu\) approaches the limit.

## Occupations and electron count

```lean
import Mathlib

open Filter Topology

namespace MidgapFermiLevel

noncomputable section
```

This loads the Mathlib library and opens the notation for limits.

```lean
/-- Fermi-Dirac occupation of a level of energy `E` at temperature `T` (in energy units)
and chemical potential `μ`. -/
def fermi (T μ E : ℝ) : ℝ := 1 / (1 + Real.exp ((E - μ) / T))
```

This is the Fermi–Dirac occupation \(f=1/(1+e^{(E-\mu)/T})\). Temperature is measured in energy units, so \(k_B=1\). All arguments are real numbers (`ℝ`).

```lean
/-- Mean number of electrons in two levels at energies `0` and `D` with degeneracies
`g₁` and `g₂`. -/
def electronNumber (g₁ g₂ D T μ : ℝ) : ℝ := g₁ * fermi T μ 0 + g₂ * fermi T μ D
```

The mean electron number is \(N=g_1f(0)+g_2f(D)\). The degeneracies are real numbers, which includes the physical integer values. The electrons are non-interacting, and the level energies do not depend on temperature or occupation.

```lean
/-- The root `y` of `g₂ y² + (g₂ - g₁) ε y = g₁` taken with the positive square root. -/
def activity (g₁ g₂ ε : ℝ) : ℝ :=
  ((g₁ - g₂) * ε + Real.sqrt (((g₁ - g₂) * ε) ^ 2 + 4 * g₁ * g₂)) / (2 * g₂)
```

With \(b=(g_1-g_2)\varepsilon\), this defines
\[
a(\varepsilon)=\frac{b+\sqrt{b^2+4g_1g_2}}{2g_2}.
\]
It will turn out to be the value of \(e^{(\mu-D/2)/T}\), an activity measured from mid-gap.

```lean
/-- Closed form for the Fermi level: mid-gap plus `T` times the logarithm of the activity
at `ε = exp (-D / 2T)`. -/
def fermiLevel (g₁ g₂ D T : ℝ) : ℝ :=
  D / 2 + T * Real.log (activity g₁ g₂ (Real.exp (-(D / (2 * T)))))
```

The candidate Fermi level is therefore \(D/2+T\log a(\varepsilon)\), with \(\varepsilon=e^{-D/(2T)}\). That it gives the right electron number is proved below.

## The electron count as a quadratic equation

```lean
/-- In the variables `y = exp ((μ - D/2)/T)` and `ε = exp (-D/2T)`, the condition that the
two levels hold `g₁` electrons is a quadratic equation for `y`. -/
theorem filling_iff_quadratic {g₁ g₂ ε y : ℝ} (hε : 0 < ε) (hy : 0 < y) :
    g₁ * (1 / (1 + ε / y)) + g₂ * (1 / (1 + 1 / (ε * y))) = g₁ ↔
      g₂ * y ^ 2 + (g₂ - g₁) * ε * y = g₁ := by
  have hεy : 0 < ε * y := mul_pos hε hy
  have h1 : 0 < y + ε := by positivity
  have h2 : 0 < ε * y + 1 := by positivity
  have h1' := h1.ne'
  have h2' := h2.ne'
  have e1 : 1 / (1 + ε / y) = y / (y + ε) := by
    have h : ε / y * y = ε := div_mul_cancel₀ _ hy.ne'
    rw [div_eq_div_iff (by positivity) h1']
    linear_combination -h
  have e2 : 1 / (1 + 1 / (ε * y)) = ε * y / (ε * y + 1) := by
    have h : 1 / (ε * y) * (ε * y) = 1 := div_mul_cancel₀ _ hεy.ne'
    rw [div_eq_div_iff (by positivity) h2']
    linear_combination -h
  -- the excess charge, over a common denominator
  have key : g₁ * (y / (y + ε)) + g₂ * (ε * y / (ε * y + 1)) - g₁ =
      ε * (g₂ * y ^ 2 + (g₂ - g₁) * ε * y - g₁) / ((y + ε) * (ε * y + 1)) := by
    rw [eq_div_iff (mul_pos h1 h2).ne']
    have k1 : y / (y + ε) * (y + ε) = y := div_mul_cancel₀ _ h1'
    have k2 : ε * y / (ε * y + 1) * (ε * y + 1) = ε * y := div_mul_cancel₀ _ h2'
    linear_combination g₁ * (ε * y + 1) * k1 + g₂ * (y + ε) * k2
  rw [e1, e2]
  constructor
  · intro h
    have h0 : ε * (g₂ * y ^ 2 + (g₂ - g₁) * ε * y - g₁) / ((y + ε) * (ε * y + 1)) = 0 := by
      rw [← key]; linarith
    rcases div_eq_zero_iff.mp h0 with h3 | h3
    · rcases mul_eq_zero.mp h3 with h4 | h4
      · exact absurd h4 hε.ne'
      · linarith
    · exact absurd h3 (mul_pos h1 h2).ne'
  · intro h
    have h0 : g₂ * y ^ 2 + (g₂ - g₁) * ε * y - g₁ = 0 := by linarith
    rw [h0, mul_zero, zero_div] at key
    linarith
```

The braces hold arguments that Lean infers, the parentheses hold hypotheses, and `↔` means "if and only if". Put \(y=e^{(\mu-D/2)/T}\). Then \(e^{-\mu/T}=\varepsilon/y\) and \(e^{(D-\mu)/T}=1/(\varepsilon y)\), so the condition \(N=g_1\) reads
\[
g_1\frac{y}{y+\varepsilon}+g_2\frac{\varepsilon y}{1+\varepsilon y}=g_1 .
\]
Moving the first term to the right equates electrons above the gap with holes below it:
\[
g_2\frac{\varepsilon y}{1+\varepsilon y}=g_1\frac{\varepsilon}{y+\varepsilon}.
\]
Dividing by \(\varepsilon\) and cross-multiplying gives \(g_2y(y+\varepsilon)=g_1(1+\varepsilon y)\), that is,
\[
g_2y^2+(g_2-g_1)\varepsilon y=g_1 .
\]

In the proof, `e1` and `e2` simplify the two occupations. The identity `key` writes \(N-g_1\) as a fraction whose numerator is \(\varepsilon\) times the difference of the two sides of the quadratic. Since \(\varepsilon\) and the denominator are positive, one vanishes exactly when the other does. The tactic `linear_combination` checks an algebraic identity built from known equations, and `linarith` closes steps that are linear.

```lean
/-- For positive `g₁` and `g₂` the activity is positive. -/
theorem activity_pos {g₁ g₂ : ℝ} (h₁ : 0 < g₁) (h₂ : 0 < g₂) (ε : ℝ) :
    0 < activity g₁ g₂ ε := by
  have hg : 0 < 4 * g₁ * g₂ := by positivity
  have hs := Real.sq_sqrt (show 0 ≤ ((g₁ - g₂) * ε) ^ 2 + 4 * g₁ * g₂ by positivity)
  have hb := abs_lt.mp (abs_lt_of_sq_lt_sq
    (show ((g₁ - g₂) * ε) ^ 2 < Real.sqrt (((g₁ - g₂) * ε) ^ 2 + 4 * g₁ * g₂) ^ 2 by
      linarith) (Real.sqrt_nonneg _))
  unfold activity
  exact div_pos (by linarith [hb.1]) (by positivity)
```

Because \(4g_1g_2>0\), the square root exceeds \(|b|\). The numerator of \(a(\varepsilon)\) is then positive, and so is \(a(\varepsilon)\). In the code, `hb` records the bound on \(|b|\).

```lean
/-- For positive `g₁` and `g₂`, a positive `y` solves the quadratic filling condition exactly when
it equals the activity. -/
theorem quadratic_iff_activity {g₁ g₂ ε y : ℝ} (h₁ : 0 < g₁) (h₂ : 0 < g₂) (hy : 0 < y) :
    g₂ * y ^ 2 + (g₂ - g₁) * ε * y = g₁ ↔ y = activity g₁ g₂ ε := by
  have hg : 0 < 4 * g₁ * g₂ := by positivity
  have hs := Real.sq_sqrt (show 0 ≤ ((g₁ - g₂) * ε) ^ 2 + 4 * g₁ * g₂ by positivity)
  have hb := abs_lt.mp (abs_lt_of_sq_lt_sq
    (show ((g₁ - g₂) * ε) ^ 2 < Real.sqrt (((g₁ - g₂) * ε) ^ 2 + 4 * g₁ * g₂) ^ 2 by
      linarith) (Real.sqrt_nonneg _))
  have hgy : 0 < g₂ * y := mul_pos h₂ hy
  unfold activity
  rw [eq_div_iff (by positivity : 2 * g₂ ≠ 0)]
  generalize Real.sqrt (((g₁ - g₂) * ε) ^ 2 + 4 * g₁ * g₂) = s at hs hb ⊢
  constructor
  · intro h
    -- complete the square and discard the negative root
    have hf : (2 * g₂ * y - (g₁ - g₂) * ε - s) * (2 * g₂ * y - (g₁ - g₂) * ε + s) = 0 := by
      linear_combination 4 * g₂ * h - hs
    rcases mul_eq_zero.mp hf with h3 | h3
    · linarith
    · linarith [hb.2]
  · intro h
    have h4 : 4 * g₂ * (g₂ * y ^ 2 + (g₂ - g₁) * ε * y - g₁) = 0 := by
      have h5 : s = y * (2 * g₂) - (g₁ - g₂) * ε := by linarith
      rw [h5] at hs
      linear_combination hs
    rcases mul_eq_zero.mp h4 with h5 | h5
    · linarith
    · linarith
```

Write \(s=\sqrt{b^2+4g_1g_2}\). Multiplying the quadratic by \(4g_2\) and completing the square gives \((2g_2y-b)^2=s^2\), or
\[
(2g_2y-b-s)(2g_2y-b+s)=0 .
\]
For \(y>0\) the second factor is positive, because \(s>b\). Hence \(2g_2y=b+s\), which says \(y=a(\varepsilon)\). The factorisation is `hf`; the converse reverses the algebra.

```lean
/-- At every temperature `T > 0` the two levels hold `g₁` electrons exactly when the chemical
potential equals the closed form `fermiLevel`. -/
theorem electronNumber_eq_iff {g₁ g₂ T : ℝ} (h₁ : 0 < g₁) (h₂ : 0 < g₂) (hT : 0 < T)
    (D μ : ℝ) : electronNumber g₁ g₂ D T μ = g₁ ↔ μ = fermiLevel g₁ g₂ D T := by
  have a1 : Real.exp ((0 - μ) / T) =
      Real.exp (-(D / (2 * T))) / Real.exp ((μ - D / 2) / T) := by
    rw [← Real.exp_sub]; congr 1; ring
  have a2 : Real.exp ((D - μ) / T) =
      1 / (Real.exp (-(D / (2 * T))) * Real.exp ((μ - D / 2) / T)) := by
    rw [← Real.exp_add, one_div, ← Real.exp_neg]; congr 1; ring
  unfold electronNumber fermi
  rw [a1, a2, filling_iff_quadratic (Real.exp_pos _) (Real.exp_pos _),
    quadratic_iff_activity h₁ h₂ (Real.exp_pos _)]
  constructor
  · intro h
    have e : T * ((μ - D / 2) / T) = μ - D / 2 := by field_simp
    rw [fermiLevel, ← h, Real.log_exp, e]
    ring
  · intro h
    have e : (μ - D / 2) / T =
        Real.log (activity g₁ g₂ (Real.exp (-(D / (2 * T))))) := by
      rw [div_eq_iff hT.ne', h, fermiLevel]; ring
    rw [e, Real.exp_log (activity_pos h₁ h₂ _)]
```

For each \(T>0\), the system holds \(g_1\) electrons exactly when
\[
\mu=\frac D2+T\log a\!\left(e^{-D/(2T)}\right).
\]
This gives both existence and uniqueness of the Fermi level, for any real \(D\). The equations `a1` and `a2` are the two substitutions for the exponentials. The previous theorems then turn the electron count into \(e^{(\mu-D/2)/T}=a(\varepsilon)\), and taking a logarithm, or exponentiating in the other direction, finishes the argument.

## The limit of zero temperature

```lean
/-- For a positive gap, the logarithm of the activity tends to `log (g₁/g₂) / 2` as the
temperature tends to zero from above. -/
theorem tendsto_log_activity {g₁ g₂ D : ℝ} (h₁ : 0 < g₁) (h₂ : 0 < g₂) (hD : 0 < D) :
    Tendsto (fun T : ℝ => Real.log (activity g₁ g₂ (Real.exp (-(D / (2 * T))))))
      (𝓝[>] 0) (𝓝 (Real.log (g₁ / g₂) / 2)) := by
  -- the Boltzmann factor of half the gap vanishes
  have hinv : Tendsto (fun T : ℝ => D / 2 * T⁻¹) (𝓝[>] 0) atTop :=
    tendsto_inv_nhdsGT_zero.const_mul_atTop (by positivity)
  have hε : Tendsto (fun T : ℝ => Real.exp (-(D / (2 * T)))) (𝓝[>] 0) (𝓝 0) := by
    refine (Real.tendsto_exp_neg_atTop_nhds_zero.comp hinv).congr (fun T => ?_)
    simp only [Function.comp]
    congr 1
    ring
  have hc : Continuous (activity g₁ g₂) := by
    unfold activity
    fun_prop
  have hp := activity_pos h₁ h₂ 0
  have hq := (quadratic_iff_activity (ε := 0) h₁ h₂ hp).mpr rfl
  have hv : Real.log (g₁ / g₂) / 2 = Real.log (activity g₁ g₂ 0) := by
    have h : g₁ / g₂ = activity g₁ g₂ 0 ^ 2 := by
      rw [div_eq_iff h₂.ne']; linear_combination -hq
    rw [h, Real.log_pow]
    push_cast
    ring
  rw [hv]
  exact ((hc.tendsto 0).comp hε).log hp.ne'
```

`Tendsto f (𝓝[>] 0) (𝓝 L)` means that \(f(T)\to L\) as \(T\to0\) through positive values. For \(D>0\), \(D/(2T)\to\infty\), so \(\varepsilon\to0\); this is `hε`. The function \(a\) is continuous (`hc`), so \(a(\varepsilon)\to a(0)\). At \(\varepsilon=0\) the quadratic reduces to \(g_2a(0)^2=g_1\), and therefore
\[
\log a(\varepsilon)\to\log a(0)=\tfrac12\log\frac{g_1}{g_2}.
\]
The logarithm is continuous there because \(a(0)>0\).

```lean
/-- If `μ T` fixes the electron number at `g₁` for every `T > 0`, then `μ T` tends to the
middle of the gap as the temperature tends to zero from above. -/
theorem tendsto_midgap {g₁ g₂ D : ℝ} (h₁ : 0 < g₁) (h₂ : 0 < g₂) (hD : 0 < D) (μ : ℝ → ℝ)
    (hμ : ∀ T, 0 < T → electronNumber g₁ g₂ D T (μ T) = g₁) :
    Tendsto μ (𝓝[>] 0) (𝓝 (D / 2)) := by
  have hT : Tendsto (fun T : ℝ => T) (𝓝[>] 0) (𝓝 0) :=
    tendsto_id.mono_left nhdsWithin_le_nhds
  have h := (hT.mul (tendsto_log_activity h₁ h₂ hD)).const_add (D / 2)
  rw [zero_mul, add_zero] at h
  refine h.congr' ?_
  filter_upwards [self_mem_nhdsWithin] with T hT0
  exact ((electronNumber_eq_iff h₁ h₂ hT0 D (μ T)).mp (hμ T hT0)).symm
```

Here `μ : ℝ → ℝ` is a function of temperature, and `hμ` says that it gives \(g_1\) electrons at every \(T>0\). Nothing is assumed about its continuity or its values at \(T\le0\). By the closed form,
\[
\mu(T)=\frac D2+T\log a(\varepsilon)\to\frac D2+0\cdot\tfrac12\log\frac{g_1}{g_2}=\frac D2 .
\]
The code first takes the limit of the closed form. Then `congr'` transfers it to `μ`, since the two functions agree for all \(T>0\).

In a calculation with Fermi–Dirac smearing, \(T\) is the smearing width, and for this two-level model the theorem gives the limit of the exact Fermi level as that width is reduced. A numerical search that accepts the electron number within a tolerance can stop at another value in the gap when \(T\) is much smaller than \(D\), because the electron number is then almost constant across most of the gap. Bands with dispersion and other smearing functions are not covered.

```lean
/-- The shift of the Fermi level from mid-gap, divided by `T`, tends to `log (g₁/g₂) / 2` as
the temperature tends to zero from above. -/
theorem tendsto_midgap_slope {g₁ g₂ D : ℝ} (h₁ : 0 < g₁) (h₂ : 0 < g₂) (hD : 0 < D)
    (μ : ℝ → ℝ) (hμ : ∀ T, 0 < T → electronNumber g₁ g₂ D T (μ T) = g₁) :
    Tendsto (fun T => (μ T - D / 2) / T) (𝓝[>] 0) (𝓝 (Real.log (g₁ / g₂) / 2)) := by
  refine (tendsto_log_activity h₁ h₂ hD).congr' ?_
  filter_upwards [self_mem_nhdsWithin] with T hT0
  have hT1 : 0 < T := hT0
  rw [(electronNumber_eq_iff h₁ h₂ hT1 D (μ T)).mp (hμ T hT1), eq_div_iff hT1.ne', fermiLevel]
  ring
```

Subtracting \(D/2\) from the closed form and dividing by \(T\) leaves \(\log a(\varepsilon)\), whose limit is already known:
\[
\frac{\mu(T)-D/2}{T}\to\tfrac12\log\frac{g_1}{g_2}.
\]
When the degeneracies differ, the Fermi level thus leaves mid-gap linearly in \(T\) to leading order. It moves down when the upper level has the larger degeneracy, and up when the lower one has.

```lean
/-- At any fixed temperature `T > 0` the Fermi level lies exactly at mid-gap if and only if
the two degeneracies are equal. -/
theorem fermiLevel_eq_midgap_iff {g₁ g₂ T : ℝ} (h₁ : 0 < g₁) (h₂ : 0 < g₂) (hT : 0 < T)
    (D : ℝ) : fermiLevel g₁ g₂ D T = D / 2 ↔ g₁ = g₂ := by
  have hε := Real.exp_pos (-(D / (2 * T)))
  unfold fermiLevel
  generalize Real.exp (-(D / (2 * T))) = ε at hε ⊢
  constructor
  · intro h
    have h0 : T * Real.log (activity g₁ g₂ ε) = 0 := by linarith
    have hl := (mul_eq_zero.mp h0).resolve_left hT.ne'
    have hy : 1 = activity g₁ g₂ ε := by
      rw [← Real.exp_log (activity_pos h₁ h₂ ε), hl, Real.exp_zero]
    have hq := (quadratic_iff_activity h₁ h₂ one_pos).mpr hy
    have hf : (g₁ - g₂) * (1 + ε) = 0 := by linear_combination -hq
    have h3 := (mul_eq_zero.mp hf).resolve_right (by positivity)
    linarith
  · intro h
    have hy : 1 = activity g₁ g₂ ε :=
      (quadratic_iff_activity h₁ h₂ one_pos).mp (by rw [h]; ring)
    rw [← hy, Real.log_one, mul_zero, add_zero]

end

end MidgapFermiLevel
```

At a fixed \(T>0\), \(\mu=D/2\) means \(\log a(\varepsilon)=0\), so \(a(\varepsilon)=1\). Setting \(y=1\) in the quadratic gives
\[
g_2+(g_2-g_1)\varepsilon=g_1,\qquad\text{or}\qquad (g_1-g_2)(1+\varepsilon)=0 .
\]
Since \(1+\varepsilon>0\), this holds exactly when \(g_1=g_2\). With unequal degeneracies, mid-gap is reached only in the limit. The proof obtains the factorised equation as `hf`; for the converse, it checks that \(y=1\) solves the quadratic when the degeneracies are equal.

```lean
#print axioms MidgapFermiLevel.tendsto_midgap
-- 'MidgapFermiLevel.tendsto_midgap' depends on axioms: [propext, Classical.choice, Quot.sound]
#print axioms MidgapFermiLevel.tendsto_midgap_slope
-- 'MidgapFermiLevel.tendsto_midgap_slope' depends on axioms: [propext, Classical.choice, Quot.sound]
#print axioms MidgapFermiLevel.fermiLevel_eq_midgap_iff
-- 'MidgapFermiLevel.fermiLevel_eq_midgap_iff' depends on axioms: [propext, Classical.choice, Quot.sound]
```
